# For the bcc lattice, A₁ = A₂ = 0 forces A₃ ≤ −3, with equality exactly at the star of (1/6, 1/6, 1/2)

If a Brillouin-zone average is replaced by the value at one badly chosen wave vector, the errors from the nearest lattice shells enter at full strength. Let f be a smooth periodic function of k with the full cubic symmetry of a bcc crystal. Its Fourier series groups into stars of symmetry-related lattice vectors, the first three of which are the first three neighbour shells:

f(k) = f₀ + f₁ A₁(k) + f₂ A₂(k) + f₃ A₃(k) + …

where f₀ is the average over the zone and the star sum Aₘ(k) adds cos(k·R) over the lattice vectors R of star m. At k = 0 every cosine is 1, and the error is 8f₁ + 6f₂ + 12f₃ + ….

A better point makes A₁ and A₂ vanish. The theorems below show that A₃ then cannot vanish as well: it is at most −3. It equals −3 exactly at the wave vector with Cartesian components (1/6, 1/6, 1/2) in units of 2π/a, where a is the cubic lattice constant, and at the points equivalent to it by symmetry. This bears on single-point sampling of insulating bcc crystals, to the extent that the coefficients fₘ decay quickly with distance. The series and its decay are background here; the theorems concern the three star sums.

```lean
import Mathlib

open Real

namespace BaldereschiBcc

noncomputable section
```

## Shells and star sums in integer coordinates

Let a be the cubic lattice constant. A bcc lattice vector is R = an/2, where the integers n = (n₀, n₁, n₂) are all even or all odd. The squared lengths |n|² = 3, 4 and 8 belong to the first, second and third neighbours. In Lean, `shell N` collects the vectors with |n|² = N from a box with coordinates between −2 and 2. A triple of integers is a nested pair, so `n.1`, `n.2.1` and `n.2.2` are n₀, n₁ and n₂.

```lean
/-- Vectors `R = a n / 2` of the bcc lattice with `|n|² = N`, listed by their integer
coordinates `n`, which have equal parity and lie between -2 and 2. -/
def shell (N : ℤ) : Finset (ℤ × ℤ × ℤ) :=
  (Finset.Icc (-2) 2 ×ˢ Finset.Icc (-2) 2 ×ˢ Finset.Icc (-2) 2).filter fun n =>
    n.1 % 2 = n.2.1 % 2 ∧ n.2.1 % 2 = n.2.2 % 2 ∧ n.1 ^ 2 + n.2.1 ^ 2 + n.2.2 ^ 2 = N
```

Write the wave vector as k = 2πx/a, with x = (x₀, x₁, x₂) real. The phase becomes

k·R = π(n₀x₀ + n₁x₁ + n₂x₂).

Thus `starSum 3 x`, `starSum 4 x` and `starSum 8 x` are A₁, A₂ and A₃. They are plain sums, not divided by the number of neighbours. The vector x may lie anywhere in reciprocal space, inside the first zone or not.

```lean
/-- The star sum of a shell: the sum of `cos (k · R)` over its lattice vectors,
at the wave vector `k = 2π x / a`. -/
def starSum (N : ℤ) (x : Fin 3 → ℝ) : ℝ :=
  ∑ n ∈ shell N, Real.cos (π * (n.1 * x 0 + n.2.1 * x 1 + n.2.2 * x 2))
```

The candidate point, in units of 2π/a, is

x = (1/6, 1/6, 1/2).

```lean
/-- The point `(1/6, 1/6, 1/2)` in units of `2π / a`. -/
def baldereschi : Fin 3 → ℝ := ![1 / 6, 1 / 6, 1 / 2]
```

Cubic symmetry permutes the axes and changes signs. In these units the reciprocal lattice consists of the integer vectors G with G₀ + G₁ + G₂ even. Two wave vectors x and y are therefore equivalent when, for some permutation σ and signs sᵢ = ±1,

x_σ(i) = sᵢ yᵢ + Gᵢ.

`SameStar x y` states exactly this.

```lean
/-- Two wave vectors are equivalent if a permutation of the axes, sign changes and a
reciprocal-lattice translation (integers with even sum) carry one into the other. -/
def SameStar (x y : Fin 3 → ℝ) : Prop :=
  ∃ σ : Equiv.Perm (Fin 3), ∃ s G : Fin 3 → ℤ, (∀ i, s i = 1 ∨ s i = -1) ∧
    Even (G 0 + G 1 + G 2) ∧ ∀ i, x (σ i) = s i * y i + G i
```

## The box misses no neighbour

A coordinate outside the box has absolute value at least 3 and contributes at least 9 to |n|². For N ≤ 8 this is impossible, so the finite box contains the complete shell. The lemma derives the six coordinate bounds from the length condition and the nonnegativity of squares.

```lean
/-- Up to `|n|² = 8` a shell contains every bcc lattice vector of its length. -/
theorem mem_shell {N : ℤ} (hN : N ≤ 8) (n : ℤ × ℤ × ℤ) :
    n ∈ shell N ↔ n.1 % 2 = n.2.1 % 2 ∧ n.2.1 % 2 = n.2.2 % 2 ∧
      n.1 ^ 2 + n.2.1 ^ 2 + n.2.2 ^ 2 = N := by
  simp only [shell, Finset.mem_filter, Finset.mem_product, Finset.mem_Icc]
  constructor
  · exact fun h => h.2
  · intro h
    have h3 := h.2.2
    refine ⟨⟨⟨?_, ?_⟩, ⟨?_, ?_⟩, ⟨?_, ?_⟩⟩, h⟩ <;>
      nlinarith [sq_nonneg n.1, sq_nonneg n.2.1, sq_nonneg n.2.2]
```

## Star sums as products of cosines

The addition theorems split the cosine of a three-term phase into products of one-dimensional factors. With α, β and γ for the three terms,

cos(α + β + γ) = (cos α cos β − sin α sin β) cos γ − (sin α cos β + cos α sin β) sin γ.

```lean
/-- The cosine of a three-dimensional phase, expanded in one-dimensional factors. -/
theorem cos_phase (p q r x y z : ℝ) :
    Real.cos (π * (p * x + q * y + r * z)) =
      (Real.cos (p * (π * x)) * Real.cos (q * (π * y))
        - Real.sin (p * (π * x)) * Real.sin (q * (π * y))) * Real.cos (r * (π * z))
      - (Real.sin (p * (π * x)) * Real.cos (q * (π * y))
        + Real.cos (p * (π * x)) * Real.sin (q * (π * y))) * Real.sin (r * (π * z)) := by
  rw [show π * (p * x + q * y + r * z) = p * (π * x) + q * (π * y) + r * (π * z) by ring,
    Real.cos_add, Real.cos_add, Real.sin_add]
```

The first shell is n = (±1, ±1, ±1). When the eight signs are summed, every product containing a sine cancels, which leaves

A₁ = 8 cos(πx₀) cos(πx₁) cos(πx₂).

The proof checks the list of eight vectors by computation, expands each phase, and lets `ring` perform the cancellation.

```lean
/-- The star sum of the eight nearest neighbours. -/
theorem starSum_first (x : Fin 3 → ℝ) :
    starSum 3 x = 8 * (Real.cos (π * x 0) * Real.cos (π * x 1) * Real.cos (π * x 2)) := by
  have h : shell 3 = {(1, 1, 1), (1, 1, -1), (1, -1, 1), (1, -1, -1),
      (-1, 1, 1), (-1, 1, -1), (-1, -1, 1), (-1, -1, -1)} := by decide +kernel
  have hs : ∀ f : ℤ × ℤ × ℤ → ℝ, ∑ n ∈ shell 3, f n =
      f (1, 1, 1) + f (1, 1, -1) + f (1, -1, 1) + f (1, -1, -1) +
      f (-1, 1, 1) + f (-1, 1, -1) + f (-1, -1, 1) + f (-1, -1, -1) := by
    intro f
    rw [h]
    simp [Finset.sum_insert, add_assoc]
  rw [starSum, hs]
  simp only [cos_phase]
  simp only [Int.cast_neg, Int.cast_one, neg_mul, one_mul, Real.cos_neg, Real.sin_neg]
  ring
```

From here on, cᵢ = cos(2πxᵢ). The second shell has one coordinate equal to ±2 and the others zero. Each axis contributes two equal cosines:

A₂ = 2(c₀ + c₁ + c₂).

```lean
/-- The star sum of the six second neighbours. -/
theorem starSum_second (x : Fin 3 → ℝ) :
    starSum 4 x =
      2 * (Real.cos (2 * π * x 0) + Real.cos (2 * π * x 1) + Real.cos (2 * π * x 2)) := by
  have h : shell 4 = {(2, 0, 0), (-2, 0, 0), (0, 2, 0), (0, -2, 0),
      (0, 0, 2), (0, 0, -2)} := by decide +kernel
  have hs : ∀ f : ℤ × ℤ × ℤ → ℝ, ∑ n ∈ shell 4, f n =
      f (2, 0, 0) + f (-2, 0, 0) + f (0, 2, 0) + f (0, -2, 0) +
      f (0, 0, 2) + f (0, 0, -2) := by
    intro f
    rw [h]
    simp [Finset.sum_insert, add_assoc]
  rw [starSum, hs]
  simp only [cos_phase]
  simp only [Int.cast_neg, Int.cast_ofNat, Int.cast_zero, neg_mul, zero_mul, Real.cos_neg,
    Real.sin_neg, Real.cos_zero, Real.sin_zero, mul_assoc]
  ring
```

The third shell has two coordinates equal to ±2 and one zero. For each pair of axes the four sign choices add up to 4cᵢcⱼ, so

A₃ = 4(c₀c₁ + c₀c₂ + c₁c₂).

```lean
/-- The star sum of the twelve third neighbours. -/
theorem starSum_third (x : Fin 3 → ℝ) :
    starSum 8 x = 4 * (Real.cos (2 * π * x 0) * Real.cos (2 * π * x 1)
      + Real.cos (2 * π * x 0) * Real.cos (2 * π * x 2)
      + Real.cos (2 * π * x 1) * Real.cos (2 * π * x 2)) := by
  have h : shell 8 = {(2, 2, 0), (2, -2, 0), (-2, 2, 0), (-2, -2, 0),
      (2, 0, 2), (2, 0, -2), (-2, 0, 2), (-2, 0, -2),
      (0, 2, 2), (0, 2, -2), (0, -2, 2), (0, -2, -2)} := by decide +kernel
  have hs : ∀ f : ℤ × ℤ × ℤ → ℝ, ∑ n ∈ shell 8, f n =
      f (2, 2, 0) + f (2, -2, 0) + f (-2, 2, 0) + f (-2, -2, 0) +
      f (2, 0, 2) + f (2, 0, -2) + f (-2, 0, 2) + f (-2, 0, -2) +
      f (0, 2, 2) + f (0, 2, -2) + f (0, -2, 2) + f (0, -2, -2) := by
    intro f
    rw [h]
    simp [Finset.sum_insert, add_assoc]
  rw [starSum, hs]
  simp only [cos_phase]
  simp only [Int.cast_neg, Int.cast_ofNat, Int.cast_zero, neg_mul, zero_mul, Real.cos_neg,
    Real.sin_neg, Real.cos_zero, Real.sin_zero, mul_assoc]
  ring
```

The smallest truncation beyond a constant keeps f₀ and f₁. Then any point with one coordinate equal to 1/2 gives the exact average, because A₁ vanishes on that whole plane. The second and third shells narrow the choice.

## Two vanishing sums bound the third

If A₁ = 0, one of the factors cos(πxᵢ) is zero. The double-angle formula gives

cᵢ = 2 cos²(πxᵢ) − 1 = −1.

Call the other two cosines b and c. The condition A₂ = 0 then reads b + c = 1, and

bc = b(1 − b) = 1/4 − (b − 1/2)² ≤ 1/4.

Hence

A₃ = 4(−(b + c) + bc) = 4(−1 + bc) ≤ −3.

In the proof, `dbl` is the double-angle step and `key` is the inequality divided by 4. The three cases at the end correspond to the axis whose factor vanishes.

```lean
/-- If the first two star sums vanish at a wave vector, the third is at most -3 there. -/
theorem starSum_third_le (x : Fin 3 → ℝ) (h1 : starSum 3 x = 0) (h2 : starSum 4 x = 0) :
    starSum 8 x ≤ -3 := by
  rw [starSum_first] at h1
  rw [starSum_second] at h2
  rw [starSum_third]
  have dbl : ∀ t : ℝ, Real.cos (π * t) = 0 → Real.cos (2 * π * t) = -1 := by
    intro t h
    rw [mul_assoc, Real.cos_two_mul, h]
    norm_num
  -- one cosine is -1, the other two add up to 1
  have key : ∀ a b c : ℝ, a = -1 → a + b + c = 0 → a * b + a * c + b * c ≤ -3 / 4 := by
    intro a b c ha h
    obtain rfl : c = 1 - b := by linarith
    subst ha
    nlinarith [sq_nonneg (b - 1 / 2)]
  have hz : (Real.cos (π * x 0) = 0 ∨ Real.cos (π * x 1) = 0) ∨ Real.cos (π * x 2) = 0 := by
    simpa using h1
  rcases hz with (h | h) | h
  · linarith [key _ (Real.cos (2 * π * x 1)) (Real.cos (2 * π * x 2)) (dbl _ h) (by linarith)]
  · linarith [key _ (Real.cos (2 * π * x 0)) (Real.cos (2 * π * x 2)) (dbl _ h) (by linarith)]
  · linarith [key _ (Real.cos (2 * π * x 0)) (Real.cos (2 * π * x 1)) (dbl _ h) (by linarith)]
```

## From cosines back to coordinates

Equality in the bound requires b = c = 1/2. To recover the wave vector, solve for each coordinate t. For the two axes with cosine 1/2,

cos(2πt) = 1/2 = cos(π/3), so t = ±1/6 + m with m an integer.

For the remaining axis,

cos(πt) = 0, so t = 1/2 + k with k an integer (here k is a number, not the wave vector).

Let m₀ and m₁ be the integers of the first two axes. If m₀ + m₁ + k is even, these integers already form a reciprocal-lattice vector. If it is odd, write

1/2 + k = −1/2 + (k + 1),

which flips one sign and makes the sum even. The lemma takes a permutation σ that says which axis plays which role, and its two final branches are the even and odd cases.

```lean
/-- A wave vector with two coordinates obeying `cos (2π t) = 1/2` and the third obeying
`cos (π t) = 0` is equivalent to `(1/6, 1/6, 1/2)`. -/
theorem sameStar_of_cos (x : Fin 3 → ℝ) (σ : Equiv.Perm (Fin 3))
    (h0 : Real.cos (2 * π * x (σ 0)) = 1 / 2) (h1 : Real.cos (2 * π * x (σ 1)) = 1 / 2)
    (h2 : Real.cos (π * x (σ 2)) = 0) : SameStar x baldereschi := by
  have sixth : ∀ t : ℝ, Real.cos (2 * π * t) = 1 / 2 →
      ∃ s m : ℤ, (s = 1 ∨ s = -1) ∧ t = s * (1 / 6) + m := by
    intro t h
    rw [← Real.cos_pi_div_three, Real.cos_eq_cos_iff] at h
    obtain ⟨k, h | h⟩ := h
    · refine ⟨1, -k, Or.inl rfl, mul_left_cancel₀ Real.pi_ne_zero ?_⟩
      push_cast
      linear_combination (-1 / 2) * h
    · refine ⟨-1, k, Or.inr rfl, mul_left_cancel₀ Real.pi_ne_zero ?_⟩
      push_cast
      linear_combination (1 / 2) * h
  obtain ⟨s0, m0, hs0, e0⟩ := sixth _ h0
  obtain ⟨s1, m1, hs1, e1⟩ := sixth _ h1
  obtain ⟨k, hk⟩ := Real.cos_eq_zero_iff.1 h2
  have e2 : x (σ 2) = 1 / 2 + k :=
    mul_left_cancel₀ Real.pi_ne_zero (by linear_combination hk)
  rcases Int.even_or_odd (m0 + m1 + k) with he | ho
  · refine ⟨σ, ![s0, s1, 1], ![m0, m1, k], ?_, he, ?_⟩
    · intro i
      fin_cases i
      exacts [hs0, hs1, Or.inl rfl]
    · intro i
      fin_cases i
      · exact e0
      · exact e1
      · show x (σ 2) = ((1 : ℤ) : ℝ) * (1 / 2) + (k : ℝ)
        push_cast
        linarith
  · -- an odd translation is repaired by writing 1/2 = -1/2 + 1
    refine ⟨σ, ![s0, s1, -1], ![m0, m1, k + 1], ?_, ?_, ?_⟩
    · intro i
      fin_cases i
      exacts [hs0, hs1, Or.inr rfl]
    · show Even (m0 + m1 + (k + 1))
      rw [← add_assoc]
      exact ho.add_one
    · intro i
      fin_cases i
      · exact e0
      · exact e1
      · show x (σ 2) = ((-1 : ℤ) : ℝ) * (1 / 2) + ((k + 1 : ℤ) : ℝ)
        push_cast
        linarith
```

## Equality holds on one star only

The main theorem is an equivalence: A₁ = 0, A₂ = 0 and A₃ = −3 hold together at x if and only if x is equivalent to (1/6, 1/6, 1/2).

In the forward direction, A₃ = −3 turns the inequality above into (b − 1/2)² = 0, so b = c = 1/2. The previous lemma then applies, with an axis swap where needed to put the vanishing factor last.

In the converse direction, sign changes and integer translations leave cos(2πt) unchanged, so the three cosines at x are 1/2, 1/2 and −1 in some order. The last value gives cos(πt) = 0 on its axis, and therefore A₁ = 0. The other two sums are symmetric in the cosines and do not depend on their order:

c₀ + c₁ + c₂ = 0,

c₀² + c₁² + c₂² = 1/4 + 1/4 + 1 = 3/2.

Squaring the first relation and subtracting the second gives

2(c₀c₁ + c₀c₂ + c₁c₂) = −3/2, so A₃ = −3.

In Lean, `Equiv.sum_comp` removes the permutation from both sums, and the final `linear_combination` is this subtraction.

```lean
/-- The first two star sums vanish and the third equals -3 exactly at the wave vectors
equivalent to `(1/6, 1/6, 1/2)`. -/
theorem optimal_iff_sameStar (x : Fin 3 → ℝ) :
    (starSum 3 x = 0 ∧ starSum 4 x = 0 ∧ starSum 8 x = -3) ↔ SameStar x baldereschi := by
  rw [starSum_first, starSum_second, starSum_third]
  constructor
  · rintro ⟨h1, h2, h3⟩
    have key : ∀ a b c d : ℝ, d = 0 → a = 2 * d ^ 2 - 1 → a + b + c = 0 →
        a * b + a * c + b * c = -3 / 4 → b = 1 / 2 ∧ c = 1 / 2 := by
      intro a b c d hd ha h h'
      have ha' : a = -1 := by rw [ha, hd]; norm_num
      obtain rfl : c = 1 - b := by linarith
      subst ha'
      have hb : (b - 1 / 2) ^ 2 = 0 := by linarith
      have hb' : b - 1 / 2 = 0 := pow_eq_zero_iff (two_ne_zero) |>.1 hb
      constructor <;> linarith
    have dbl : ∀ t : ℝ, Real.cos (2 * π * t) = 2 * Real.cos (π * t) ^ 2 - 1 := by
      intro t
      rw [mul_assoc, Real.cos_two_mul]
    have hz : (Real.cos (π * x 0) = 0 ∨ Real.cos (π * x 1) = 0) ∨
        Real.cos (π * x 2) = 0 := by
      simpa using h1
    rcases hz with (h | h) | h
    · obtain ⟨p, q⟩ := key _ (Real.cos (2 * π * x 1)) (Real.cos (2 * π * x 2)) _ h
        (dbl _) (by linarith) (by linarith)
      exact sameStar_of_cos x (Equiv.swap 0 2) q p h
    · obtain ⟨p, q⟩ := key _ (Real.cos (2 * π * x 0)) (Real.cos (2 * π * x 2)) _ h
        (dbl _) (by linarith) (by linarith)
      exact sameStar_of_cos x (Equiv.swap 1 2) p q h
    · obtain ⟨p, q⟩ := key _ (Real.cos (2 * π * x 0)) (Real.cos (2 * π * x 1)) _ h
        (dbl _) (by linarith) (by linarith)
      exact sameStar_of_cos x 1 p q h
  · rintro ⟨σ, s, G, hs, -, hx⟩
    -- signs and integer translations leave cos (2π t) unchanged
    have hc : ∀ i, Real.cos (2 * π * x (σ i)) = Real.cos (2 * π * baldereschi i) := by
      intro i
      rw [hx i]
      rcases hs i with h | h
      · rw [h, show 2 * π * (((1 : ℤ) : ℝ) * baldereschi i + G i)
          = 2 * π * baldereschi i + G i * (2 * π) by push_cast; ring,
          Real.cos_add_int_mul_two_pi]
      · rw [h, show 2 * π * (((-1 : ℤ) : ℝ) * baldereschi i + G i)
          = -(2 * π * baldereschi i) + G i * (2 * π) by push_cast; ring,
          Real.cos_add_int_mul_two_pi, Real.cos_neg]
    have b0 : Real.cos (2 * π * (1 / 6)) = 1 / 2 := by
      rw [show 2 * π * (1 / 6) = π / 3 by ring, Real.cos_pi_div_three]
    have b2 : Real.cos (2 * π * (1 / 2)) = -1 := by
      rw [show 2 * π * (1 / 2) = π by ring, Real.cos_pi]
    have c0 : Real.cos (2 * π * x (σ 0)) = 1 / 2 := (hc 0).trans b0
    have c1 : Real.cos (2 * π * x (σ 1)) = 1 / 2 := (hc 1).trans b0
    have c2 : Real.cos (2 * π * x (σ 2)) = -1 := (hc 2).trans b2
    have hz : Real.cos (π * x (σ 2)) = 0 := by
      have h := c2
      rw [mul_assoc, Real.cos_two_mul] at h
      exact pow_eq_zero_iff (two_ne_zero) |>.1 (by linarith : Real.cos (π * x (σ 2)) ^ 2 = 0)
    -- symmetric functions do not see the permutation of the axes
    have hp : ∏ i, Real.cos (π * x i) = 0 := Finset.prod_eq_zero (Finset.mem_univ (σ 2)) hz
    have hsum := Equiv.sum_comp σ (fun i => Real.cos (2 * π * x i))
    have hsq := Equiv.sum_comp σ (fun i => Real.cos (2 * π * x i) ^ 2)
    simp only [Fin.prod_univ_three] at hp
    simp only [Fin.sum_univ_three, c0, c1, c2] at hsum hsq
    have hsum' : Real.cos (2 * π * x 0) + Real.cos (2 * π * x 1)
        + Real.cos (2 * π * x 2) = 0 := by linarith
    refine ⟨by rw [hp, mul_zero], by rw [hsum', mul_zero], ?_⟩
    linear_combination 2 * (Real.cos (2 * π * x 0) + Real.cos (2 * π * x 1)
      + Real.cos (2 * π * x 2)) * hsum' + 2 * hsq
```

## The values at (1/6, 1/6, 1/2)

The point is equivalent to itself through the identity permutation, positive signs and G = 0. The equivalence just proved therefore gives

A₁ = 0, A₂ = 0, A₃ = −3,

so the bound is attained.

```lean
/-- At `(1/6, 1/6, 1/2)` the first two star sums vanish and the third equals -3. -/
theorem starSum_baldereschi :
    starSum 3 baldereschi = 0 ∧ starSum 4 baldereschi = 0 ∧ starSum 8 baldereschi = -3 :=
  (optimal_iff_sameStar baldereschi).2
    ⟨1, fun _ => 1, fun _ => 0, by simp, by simp, by simp⟩

end

end BaldereschiBcc
```

This point is known as the Baldereschi, or mean-value, point of the bcc lattice. The second name should be read with care: for a function containing only the first three shells, the value there is f₀ − 3f₃, which differs from the mean unless f₃ = 0. In a metal, sharp occupations at the Fermi surface make the coefficients decay slowly, and removing two shells says little about the remaining error.

```lean
#print axioms BaldereschiBcc.mem_shell
-- 'BaldereschiBcc.mem_shell' depends on axioms: [propext, Classical.choice, Quot.sound]
#print axioms BaldereschiBcc.starSum_third_le
-- 'BaldereschiBcc.starSum_third_le' depends on axioms: [propext, Classical.choice, Quot.sound]
#print axioms BaldereschiBcc.optimal_iff_sameStar
-- 'BaldereschiBcc.optimal_iff_sameStar' depends on axioms: [propext, Classical.choice, Quot.sound]
#print axioms BaldereschiBcc.starSum_baldereschi
-- 'BaldereschiBcc.starSum_baldereschi' depends on axioms: [propext, Classical.choice, Quot.sound]
```
